# Pseudo-Jahn-Teller criterion for a nondegenerate ground level in a finite linear-coupling model

## Comparing a force constant with vibronic couplings

To judge from computed excited states whether a symmetric geometry is stable against a distortion $q$, one can compare the force constant $k$, taken at fixed electronic state, with twice a sum of squared couplings over excitation energies. The criterion below justifies this comparison for finitely many electronic levels, linear coupling and one classical coordinate.

In the eigenbasis of the electronic Hamiltonian $H_0$ at $q=0$, with real energies $E_i$ and nondegenerate ground level $g$, let
$$H(q)=\mathrm{diag}(E_i)+qV+\tfrac12kq^2,\qquad S=\sum_{i\ne g}\frac{|V_{gi}|^2}{E_i-E_g}.$$
Here $V$, the derivative of $H$ at $q=0$, contains the vibronic couplings, and $k$ is the stiffness with the electronic state held fixed, taken equal for all levels. The condition $V_{gg}=0$ means that the ground state feels no force along $q$ at $q=0$, as symmetry ensures for a nondegenerate level and a non-totally symmetric mode.

## What the criterion says

Let $E_g<E_i$ for all $i\ne g$ (`hE`), $V$ be Hermitian (`hV`) and $V_{gg}=0$ (`h0`).

- If $k<2S$, there is $\delta>0$ such that $H(q)$ has an eigenvalue below $E_g$ whenever $0<|q|<\delta$.
- If $k>2S$, there is $\delta>0$ such that no eigenvalue of $H(q)$ lies below $E_g$ whenever $|q|<\delta$.

In Lean, $H(q)$ is `vibronicH E V k q` and $S$ is `softening E V g`. `IsLevel` means a real eigenvalue with a nonzero eigenvector, and `expect` is the real part of $\langle x,Ax\rangle$ without normalisation. Excited levels may be degenerate and couplings complex. The case $k=2S$ is left open, and nuclear kinetic energy is absent.

## Energy excess of a superposition

Write a state as $x=a\,e_g+y$, where $e_g$ is the basis vector of level $g$ and $y_g=0$, and set $D(y)=\sum_i(E_i-E_g)|y_i|^2$. Hermiticity makes the two cross terms conjugate, and $V_{gg}=0$ removes the $|a|^2$ coupling term, so the excess (not divided by $\|x\|^2$) is
$$\langle x,Hx\rangle-E_g\|x\|^2=D(y)+q\left[2\,\mathrm{Re}\,\bar a(Vy)_g+\langle y,Vy\rangle\right]+\tfrac12kq^2(|a|^2+\|y\|^2).$$

**Soft mode, $k<2S$.** Take $a=1$ and $y=qu$, with $u_g=0$ and $u_i=-V_{ig}/(E_i-E_g)$ otherwise. Then $D(u)=S$ and $(Vu)_g=-S$, and the excess is
$$q^2\left[\tfrac k2-S+q\langle u,Vu\rangle+\tfrac12kq^2\|u\|^2\right].$$
The bracket is negative for small $q$, so the excess is negative for small $q\ne0$. Dividing by $\|x\|^2=1+q^2\|u\|^2$ gives a mean energy below $E_g$. Since this is a weighted average of eigenvalues, one of them lies below $E_g$.

**Stiff mode, $k>2S$.** Put $c=|(Vy)_g|$ and $t=|q||a|$. Cauchy-Schwarz gives $c^2\le S\,D(y)$. If $L\ge0$ bounds every $1/(E_i-E_g)$ with $i\ne g$, then $|y_i|^2\le L\,D(y)$, hence $|\langle y,Vy\rangle|\le M D(y)$ with $M=L\sum_{ij}|V_{ij}|$. Dropping $\tfrac12kq^2\|y\|^2\ge0$,
$$\text{excess}\ge(1-|q|M)D(y)-2tc+\tfrac k2t^2.$$
For small $q$, $\tfrac k2(1-|q|M)\ge S$. Multiplying the right side by $k/2>0$ therefore gives at least
$$S\,D(y)-c^2+\left(\tfrac k2t-c\right)^2\ge0.$$
For an eigenvector with eigenvalue $\mu$ the excess is $(\mu-E_g)\|x\|^2$, so $\mu\ge E_g$.

## Two levels in numbers

Take energies $0$ and $2$, off-diagonal coupling $1$ and zero diagonal coupling. Then $S=\tfrac12$ and the threshold is $k=1$. The lower eigenvalue is $1-\sqrt{1+q^2}+\tfrac12kq^2$. At $q=1$ it is about $-0.164$ for $k=\tfrac12$ and $0.586$ for $k=2$.

## The Lean file

```lean
import Mathlib

open Matrix Topology
open scoped ComplexOrder

namespace PseudoJahnTeller

variable {n : Type*} [Fintype n] [DecidableEq n]

/-- The vibronic Hamiltonian `H0 + q V + k q² / 2`, written in the eigenbasis of `H0`, whose
eigenvalues are the energies `E`. -/
noncomputable def vibronicH (E : n → ℝ) (V : Matrix n n ℂ) (k q : ℝ) : Matrix n n ℂ :=
  diagonal (fun i => (E i : ℂ)) + (q : ℂ) • V + ((k * q ^ 2 / 2 : ℝ) : ℂ) • (1 : Matrix n n ℂ)

/-- The real part of the quadratic form `⟨x, A x⟩`, for a state `x` that need not be normalised. -/
noncomputable def expect (A : Matrix n n ℂ) (x : n → ℂ) : ℝ := (star x ⬝ᵥ A *ᵥ x).re

/-- The real number `μ` is an energy level (an eigenvalue) of `A`. -/
def IsLevel (A : Matrix n n ℂ) (μ : ℝ) : Prop := ∃ v : n → ℂ, v ≠ 0 ∧ A *ᵥ v = (μ : ℂ) • v

/-- The vibronic sum `∑ |V_gi|² / (E_i - E_g)` over the levels `i ≠ g`, for a level `g` that is
not degenerate with any other. -/
noncomputable def softening (E : n → ℝ) (V : Matrix n n ℂ) (g : n) : ℝ :=
  ∑ i ∈ Finset.univ.erase g, ‖V g i‖ ^ 2 / (E i - E g)

omit [DecidableEq n] in
/-- The inner product of a state with itself is the sum of the squared moduli of its amplitudes. -/
theorem star_dot_self (x : n → ℂ) : star x ⬝ᵥ x = ((∑ i, ‖x i‖ ^ 2 : ℝ) : ℂ) := by
  simp only [dotProduct, Pi.star_apply]
  push_cast
  refine Finset.sum_congr rfl fun i _ => ?_
  rw [← Complex.conj_mul', Complex.star_def]

omit [Fintype n] [DecidableEq n] in
/-- A real multiple of a Hermitian matrix is Hermitian. -/
theorem real_smul_isHermitian (r : ℝ) {A : Matrix n n ℂ} (hA : A.IsHermitian) :
    ((r : ℂ) • A).IsHermitian := by
  unfold Matrix.IsHermitian
  rw [conjTranspose_smul, hA.eq, Complex.star_def, Complex.conj_ofReal]

/-- Variational principle: if some trial state has mean energy below `c`, then the Hermitian
matrix `A` has an energy level below `c`. -/
theorem exists_level_lt {A : Matrix n n ℂ} (hA : A.IsHermitian) {c : ℝ} {x : n → ℂ}
    (hx : expect A x < c * ∑ i, ‖x i‖ ^ 2) : ∃ μ, μ < c ∧ IsLevel A μ := by
  by_contra hn
  have hB : (A - (c : ℂ) • (1 : Matrix n n ℂ)).IsHermitian :=
    hA.sub (real_smul_isHermitian c Matrix.isHermitian_one)
  -- without a level below `c`, the shifted matrix is positive semidefinite
  have hpos := hB.posSemidef_iff_eigenvalues_nonneg.mpr (fun j => by
    by_contra hj
    have hj' : hB.eigenvalues j < 0 := not_le.mp hj
    apply hn
    refine ⟨c + hB.eigenvalues j, by linarith, (hB.eigenvectorBasis j).ofLp, ?_, ?_⟩
    · intro h0
      apply hB.eigenvectorBasis.orthonormal.ne_zero j
      ext i
      exact congrFun h0 i
    · have h := hB.mulVec_eigenvectorBasis j
      rw [sub_mulVec, smul_mulVec, one_mulVec] at h
      ext i
      have hi := congrFun h i
      simp only [Pi.sub_apply, Pi.smul_apply, smul_eq_mul, Complex.real_smul] at hi
      simp only [Pi.smul_apply, smul_eq_mul, Complex.ofReal_add]
      linear_combination hi)
  have h := (Complex.le_def.mp (hpos.dotProduct_mulVec_nonneg x)).1
  rw [sub_mulVec, smul_mulVec, one_mulVec, dotProduct_sub, dotProduct_smul, star_dot_self,
    smul_eq_mul, Complex.sub_re, Complex.re_ofReal_mul, Complex.ofReal_re, Complex.zero_re] at h
  unfold expect at hx
  linarith

/-- For a state `x` that need not be normalised, `expect` of the vibronic Hamiltonian is the sum of
electronic, coupling and elastic parts. -/
theorem expect_vibronicH (E : n → ℝ) (V : Matrix n n ℂ) (k q : ℝ) (x : n → ℂ) :
    expect (vibronicH E V k q) x =
      ∑ i, E i * ‖x i‖ ^ 2 + q * expect V x + k * q ^ 2 / 2 * ∑ i, ‖x i‖ ^ 2 := by
  have hd : star x ⬝ᵥ (diagonal (fun i => (E i : ℂ)) *ᵥ x)
      = ((∑ i, E i * ‖x i‖ ^ 2 : ℝ) : ℂ) := by
    simp only [dotProduct, mulVec_diagonal, Pi.star_apply]
    push_cast
    refine Finset.sum_congr rfl fun i _ => ?_
    rw [← Complex.conj_mul', Complex.star_def]
    ring
  unfold expect vibronicH
  rw [add_mulVec, add_mulVec, smul_mulVec, smul_mulVec, one_mulVec, dotProduct_add,
    dotProduct_add, dotProduct_smul, dotProduct_smul, hd, star_dot_self]
  simp only [smul_eq_mul, Complex.add_re, Complex.re_ofReal_mul, Complex.ofReal_re]

/-- Energy excess over `E_g`, multiplied by the squared norm, of a state with amplitude `a` on level
`g` and remainder `y` on the other levels, when `V` has no diagonal element on `g`. -/
theorem energy_excess (E : n → ℝ) {V : Matrix n n ℂ} (hV : V.IsHermitian) {g : n}
    (h0 : V g g = 0) (k q : ℝ) (a : ℂ) (y : n → ℂ) (hy : y g = 0) :
    expect (vibronicH E V k q) (Pi.single g a + y)
        - E g * ∑ i, ‖(Pi.single g a + y : n → ℂ) i‖ ^ 2 =
      ∑ i, (E i - E g) * ‖y i‖ ^ 2 + q * (2 * (star a * (V *ᵥ y) g).re + expect V y)
        + k * q ^ 2 / 2 * (‖a‖ ^ 2 + ∑ i, ‖y i‖ ^ 2) := by
  have h1 : ∀ w : n → ℂ, star (Pi.single g a : n → ℂ) ⬝ᵥ w = star a * w g := by
    intro w
    unfold dotProduct
    rw [Finset.sum_eq_single g]
    · simp
    · intro b _ hb
      simp [hb]
    · simp
  have h2 : star y ⬝ᵥ V *ᵥ (Pi.single g a : n → ℂ)
      = star (star (Pi.single g a : n → ℂ) ⬝ᵥ V *ᵥ y) := by
    rw [Matrix.star_dotProduct, Matrix.star_mulVec, hV.eq, ← Matrix.dotProduct_mulVec]
  have h3 : (V *ᵥ (Pi.single g a : n → ℂ)) g = 0 := by
    simp [h0]
  have hs : expect V (Pi.single g a + y) = 2 * (star a * (V *ᵥ y) g).re + expect V y := by
    unfold expect
    rw [mulVec_add, star_add, add_dotProduct, dotProduct_add, dotProduct_add, h2, h1, h1, h3,
      mul_zero, Complex.add_re, Complex.add_re, Complex.add_re, Complex.zero_re,
      Complex.star_def, Complex.conj_re]
    ring
  -- the two components do not overlap, so weighted populations add
  have hp : ∀ i, ‖(Pi.single g a + y : n → ℂ) i‖ ^ 2
      = (if i = g then ‖a‖ ^ 2 else 0) + ‖y i‖ ^ 2 := by
    intro i
    by_cases h : i = g
    · simp [h, hy]
    · simp [h]
  rw [expect_vibronicH, hs]
  simp only [hp, mul_add, sub_mul, Finset.sum_add_distrib, Finset.sum_sub_distrib, mul_ite,
    mul_zero, Finset.sum_ite_eq', Finset.mem_univ, if_true, ← Finset.mul_sum]
  ring

/-- If admixing `q u` to level `g` gives a negative second-order energy, then for all small
nonzero `q` the vibronic Hamiltonian has a level below `E_g`. -/
theorem unstable_of_admixture (E : n → ℝ) {V : Matrix n n ℂ} (hV : V.IsHermitian) {g : n}
    (h0 : V g g = 0) {k : ℝ} (u : n → ℂ) (hu : u g = 0)
    (h : k / 2 + ∑ i, (E i - E g) * ‖u i‖ ^ 2 + 2 * ((V *ᵥ u) g).re < 0) :
    ∃ δ > 0, ∀ q : ℝ, q ≠ 0 → |q| < δ → ∃ μ, μ < E g ∧ IsLevel (vibronicH E V k q) μ := by
  have hc : Continuous fun q : ℝ => k / 2 + ∑ i, (E i - E g) * ‖u i‖ ^ 2
      + 2 * ((V *ᵥ u) g).re + q * expect V u + k * q ^ 2 / 2 * ∑ i, ‖u i‖ ^ 2 := by fun_prop
  have hz : k / 2 + ∑ i, (E i - E g) * ‖u i‖ ^ 2 + 2 * ((V *ᵥ u) g).re
      + (0 : ℝ) * expect V u + k * (0 : ℝ) ^ 2 / 2 * ∑ i, ‖u i‖ ^ 2 < 0 := by linarith
  obtain ⟨δ, hδ, H⟩ := Metric.eventually_nhds_iff.mp ((hc.tendsto 0).eventually_lt_const hz)
  refine ⟨δ, hδ, fun q hq hqd => ?_⟩
  have hf := @H q (by simpa [Real.dist_eq] using hqd)
  have hH : (vibronicH E V k q).IsHermitian := by
    refine (Matrix.IsHermitian.add ?_ (real_smul_isHermitian q hV)).add
      (real_smul_isHermitian _ Matrix.isHermitian_one)
    rw [Matrix.IsHermitian, diagonal_conjTranspose]
    congr 1
    funext i
    exact Complex.conj_ofReal _
  apply exists_level_lt hH (x := Pi.single g 1 + (q : ℂ) • u)
  have he := energy_excess E hV h0 k q 1 ((q : ℂ) • u) (by simp [hu])
  have hs : ∀ i, ‖((q : ℂ) • u) i‖ ^ 2 = q ^ 2 * ‖u i‖ ^ 2 := by
    intro i
    simp only [Pi.smul_apply, smul_eq_mul, norm_mul, Complex.norm_real, Real.norm_eq_abs,
      mul_pow, sq_abs]
  have h1 : ∑ i, (E i - E g) * ‖((q : ℂ) • u) i‖ ^ 2
      = q ^ 2 * ∑ i, (E i - E g) * ‖u i‖ ^ 2 := by
    rw [Finset.mul_sum]
    refine Finset.sum_congr rfl fun i _ => ?_
    rw [hs]
    ring
  have h2 : ∑ i, ‖((q : ℂ) • u) i‖ ^ 2 = q ^ 2 * ∑ i, ‖u i‖ ^ 2 := by
    rw [Finset.mul_sum]
    exact Finset.sum_congr rfl fun i _ => hs i
  have h3 : (star (1 : ℂ) * (V *ᵥ ((q : ℂ) • u)) g).re = q * ((V *ᵥ u) g).re := by
    rw [mulVec_smul, star_one, one_mul, Pi.smul_apply, smul_eq_mul, Complex.re_ofReal_mul]
  have h4 : expect V ((q : ℂ) • u) = q ^ 2 * expect V u := by
    unfold expect
    rw [mulVec_smul, dotProduct_smul, star_smul, smul_dotProduct]
    simp only [smul_eq_mul, Complex.star_def, Complex.conj_ofReal, Complex.re_ofReal_mul]
    ring
  rw [h1, h2, h3, h4, norm_one] at he
  have hq2 : 0 < q ^ 2 := by positivity
  have hneg := mul_neg_of_pos_of_neg hq2 hf
  linarith

/-- The squared modulus of the coupling of level `g` to a state `y` of higher levels is at most the
vibronic sum times the excitation energy of `y`. -/
theorem coupling_sq_le {E : n → ℝ} {g : n} (hE : ∀ i, i ≠ g → E g < E i) (V : Matrix n n ℂ)
    (y : n → ℂ) (hy : y g = 0) :
    ‖(V *ᵥ y) g‖ ^ 2 ≤ softening E V g * ∑ i, (E i - E g) * ‖y i‖ ^ 2 := by
  have e1 : (V *ᵥ y) g = ∑ i ∈ Finset.univ.erase g, V g i * y i := by
    rw [Finset.sum_erase _ (by simp [hy])]
    rfl
  have e2 : ∑ i ∈ Finset.univ.erase g, (E i - E g) * ‖y i‖ ^ 2
      = ∑ i, (E i - E g) * ‖y i‖ ^ 2 := Finset.sum_erase _ (by simp)
  have hp : ∀ i ∈ Finset.univ.erase g, 0 < E i - E g := fun i hi =>
    sub_pos.2 (hE i (Finset.ne_of_mem_erase hi))
  have e3 : ‖∑ i ∈ Finset.univ.erase g, V g i * y i‖
      ≤ ∑ i ∈ Finset.univ.erase g, ‖V g i‖ * ‖y i‖ :=
    (norm_sum_le _ _).trans_eq (Finset.sum_congr rfl fun i _ => norm_mul _ _)
  rw [e1, ← e2]
  refine (pow_le_pow_left₀ (norm_nonneg _) e3 2).trans ?_
  unfold softening
  refine Finset.sum_sq_le_sum_mul_sum_of_sq_le_mul _
    (fun i hi => div_nonneg (sq_nonneg _) (hp i hi).le)
    (fun i hi => mul_nonneg (hp i hi).le (sq_nonneg _)) (fun i hi => ?_)
  refine le_of_eq ?_
  rw [div_mul_eq_mul_div, eq_div_iff (hp i hi).ne']
  ring

/-- On states of the higher levels, the mean coupling is bounded by a fixed multiple of the
excitation energy. -/
theorem exists_expect_bound {E : n → ℝ} {g : n} (hE : ∀ i, i ≠ g → E g < E i)
    (V : Matrix n n ℂ) : ∃ M : ℝ, ∀ y : n → ℂ, y g = 0 →
      |expect V y| ≤ M * ∑ i, (E i - E g) * ‖y i‖ ^ 2 := by
  obtain ⟨L, hL0, hL⟩ : ∃ L : ℝ, 0 ≤ L ∧ ∀ i, i ≠ g → 1 / (E i - E g) ≤ L := by
    have hp : ∀ i ∈ Finset.univ.erase g, 0 ≤ 1 / (E i - E g) := fun i hi =>
      one_div_nonneg.2 (sub_pos.2 (hE i (Finset.ne_of_mem_erase hi))).le
    exact ⟨∑ i ∈ Finset.univ.erase g, 1 / (E i - E g), Finset.sum_nonneg hp, fun i hi =>
      Finset.single_le_sum (f := fun i => 1 / (E i - E g)) hp
        (Finset.mem_erase.2 ⟨hi, Finset.mem_univ _⟩)⟩
  refine ⟨∑ i, ∑ j, ‖V i j‖ * L, fun y hy => ?_⟩
  have ht : ∀ i ∈ Finset.univ, 0 ≤ (E i - E g) * ‖y i‖ ^ 2 := by
    intro i _
    by_cases h : i = g
    · simp [h]
    · exact mul_nonneg (sub_pos.2 (hE i h)).le (sq_nonneg _)
  obtain ⟨D, hD⟩ : ∃ D, D = ∑ i, (E i - E g) * ‖y i‖ ^ 2 := ⟨_, rfl⟩
  have hD0 : 0 ≤ D := hD ▸ Finset.sum_nonneg ht
  -- each population is controlled by the excitation energy
  have hyi : ∀ i, ‖y i‖ ^ 2 ≤ L * D := by
    intro i
    by_cases h : i = g
    · rw [h, hy, norm_zero]
      nlinarith [mul_nonneg hL0 hD0]
    · have hp := sub_pos.2 (hE i h)
      have h1 : (E i - E g) * ‖y i‖ ^ 2 ≤ D := by
        rw [hD]
        exact Finset.single_le_sum (f := fun i => (E i - E g) * ‖y i‖ ^ 2) ht
          (Finset.mem_univ i)
      have h2 : ‖y i‖ ^ 2 = 1 / (E i - E g) * ((E i - E g) * ‖y i‖ ^ 2) := by
        rw [← mul_assoc, one_div_mul_cancel hp.ne', one_mul]
      rw [h2]
      exact mul_le_mul (hL i h) h1 (ht i (Finset.mem_univ i)) hL0
  rw [← hD]
  calc |expect V y| ≤ ‖star y ⬝ᵥ V *ᵥ y‖ := Complex.abs_re_le_norm _
    _ = ‖∑ i, ∑ j, star (y i) * (V i j * y j)‖ := by
        simp only [dotProduct, mulVec, Pi.star_apply, Finset.mul_sum]
    _ ≤ ∑ i, ∑ j, ‖star (y i) * (V i j * y j)‖ :=
        (norm_sum_le _ _).trans (Finset.sum_le_sum fun i _ => norm_sum_le _ _)
    _ ≤ ∑ i, ∑ j, ‖V i j‖ * L * D := by
        refine Finset.sum_le_sum fun i _ => Finset.sum_le_sum fun j _ => ?_
        rw [norm_mul, norm_mul, norm_star]
        have h1 : ‖y i‖ * ‖y j‖ ≤ L * D := by
          nlinarith [sq_nonneg (‖y i‖ - ‖y j‖), hyi i, hyi j]
        have h2 := mul_le_mul_of_nonneg_left h1 (norm_nonneg (V i j))
        linarith
    _ = (∑ i, ∑ j, ‖V i j‖ * L) * D := by simp only [Finset.sum_mul]

/-- Pseudo-Jahn-Teller criterion for a nondegenerate ground level `g` with `V_gg = 0`: if `k` is
below twice the vibronic sum, a level lies below `E_g` for all small nonzero `q`; if `k` is above
it, no level lies below `E_g` for any small `q`. -/
theorem pseudoJahnTeller_criterion {E : n → ℝ} {g : n} (hE : ∀ i, i ≠ g → E g < E i)
    {V : Matrix n n ℂ} (hV : V.IsHermitian) (h0 : V g g = 0) (k : ℝ) :
    (k < 2 * softening E V g → ∃ δ > 0, ∀ q : ℝ, q ≠ 0 → |q| < δ →
      ∃ μ, μ < E g ∧ IsLevel (vibronicH E V k q) μ) ∧
    (2 * softening E V g < k → ∃ δ > 0, ∀ q : ℝ, |q| < δ →
      ∀ μ, IsLevel (vibronicH E V k q) μ → E g ≤ μ) := by
  have hp : ∀ i ∈ Finset.univ.erase g, 0 < E i - E g := fun i hi =>
    sub_pos.2 (hE i (Finset.ne_of_mem_erase hi))
  constructor
  · intro h
    -- the admixture of first-order perturbation theory
    obtain ⟨u, hug, hu⟩ : ∃ u : n → ℂ, u g = 0 ∧
        ∀ i, i ≠ g → u i = -V i g / ((E i - E g : ℝ) : ℂ) :=
      ⟨fun i => if i = g then 0 else -V i g / ((E i - E g : ℝ) : ℂ), if_pos rfl,
        fun i hi => if_neg hi⟩
    have a1 : ∑ i, (E i - E g) * ‖u i‖ ^ 2 = softening E V g := by
      have e : ∑ i ∈ Finset.univ.erase g, (E i - E g) * ‖u i‖ ^ 2
          = ∑ i, (E i - E g) * ‖u i‖ ^ 2 := Finset.sum_erase _ (by simp)
      rw [← e]
      refine Finset.sum_congr rfl fun i hi => ?_
      have hne := (hp i hi).ne'
      rw [hu i (Finset.ne_of_mem_erase hi), ← hV.apply i g, norm_div, norm_neg, norm_star,
        Complex.norm_real, Real.norm_eq_abs, div_pow, sq_abs, eq_div_iff hne]
      field_simp
    have a2 : (V *ᵥ u) g = ((-softening E V g : ℝ) : ℂ) := by
      have e : (V *ᵥ u) g = ∑ i ∈ Finset.univ.erase g, V g i * u i := by
        rw [Finset.sum_erase _ (by simp [hug])]
        rfl
      rw [e]
      unfold softening
      push_cast
      rw [← Finset.sum_neg_distrib]
      refine Finset.sum_congr rfl fun i hi => ?_
      rw [hu i (Finset.ne_of_mem_erase hi), ← hV.apply i g, ← Complex.mul_conj',
        Complex.star_def]
      push_cast
      ring
    apply unstable_of_admixture E hV h0 u hug
    rw [a1, a2, Complex.ofReal_re]
    linarith
  · intro h
    obtain ⟨M, hM⟩ := exists_expect_bound hE V
    have hS : 0 ≤ softening E V g :=
      Finset.sum_nonneg fun i hi => div_nonneg (sq_nonneg _) (hp i hi).le
    have hk : 0 < k := by linarith
    have hc : Continuous fun q : ℝ => k / 2 * (1 - |q| * M) := by fun_prop
    have hz : softening E V g < k / 2 * (1 - |(0 : ℝ)| * M) := by
      rw [abs_zero]
      linarith
    obtain ⟨δ, hδ, H⟩ := Metric.eventually_nhds_iff.mp ((hc.tendsto 0).eventually_const_lt hz)
    refine ⟨δ, hδ, fun q hqd μ hμ => ?_⟩
    obtain ⟨v, hv, hvμ⟩ := hμ
    have hf := @H q (by simpa [Real.dist_eq] using hqd)
    obtain ⟨y, hy, hx⟩ : ∃ y : n → ℂ, y g = 0 ∧ (Pi.single g (v g) : n → ℂ) + y = v :=
      ⟨v - (Pi.single g (v g) : n → ℂ), by simp, by abel⟩
    have he := energy_excess E hV h0 k q (v g) y hy
    rw [hx] at he
    have hev : expect (vibronicH E V k q) v = μ * ∑ i, ‖v i‖ ^ 2 := by
      unfold expect
      rw [hvμ, dotProduct_smul, star_dot_self, smul_eq_mul, Complex.re_ofReal_mul,
        Complex.ofReal_re]
    have hN : 0 < ∑ i, ‖v i‖ ^ 2 := by
      obtain ⟨i, hi⟩ := Function.ne_iff.mp hv
      exact Finset.sum_pos' (fun i _ => sq_nonneg _)
        ⟨i, Finset.mem_univ i, pow_pos (norm_pos_iff.2 hi) 2⟩
    have hD0 : 0 ≤ ∑ i, (E i - E g) * ‖y i‖ ^ 2 := by
      refine Finset.sum_nonneg fun i _ => ?_
      by_cases hi : i = g
      · simp [hi]
      · exact mul_nonneg (sub_pos.2 (hE i hi)).le (sq_nonneg _)
    have hcS := coupling_sq_le hE V y hy
    have hR : |(star (v g) * (V *ᵥ y) g).re| ≤ ‖v g‖ * ‖(V *ᵥ y) g‖ :=
      (Complex.abs_re_le_norm _).trans_eq (by rw [norm_mul, norm_star])
    have hR1 := mul_le_mul_of_nonneg_left hR (abs_nonneg q)
    have hR2 := neg_abs_le (q * (star (v g) * (V *ᵥ y) g).re)
    have hW1 := mul_le_mul_of_nonneg_left (hM y hy) (abs_nonneg q)
    have hW2 := neg_abs_le (q * expect V y)
    rw [abs_mul] at hR2 hW2
    have hT : 0 ≤ k * q ^ 2 / 2 * ∑ i, ‖y i‖ ^ 2 := by positivity
    have ht : (|q| * ‖v g‖) ^ 2 = q ^ 2 * ‖v g‖ ^ 2 := by rw [mul_pow, sq_abs]
    -- completing the square in the ground-state amplitude
    have hkey : 0 ≤ (1 - |q| * M) * ∑ i, (E i - E g) * ‖y i‖ ^ 2
        - 2 * (|q| * ‖v g‖) * ‖(V *ᵥ y) g‖ + k / 2 * (|q| * ‖v g‖) ^ 2 := by
      refine (mul_nonneg_iff_of_pos_left (half_pos hk)).mp ?_
      have h1 := mul_le_mul_of_nonneg_right hf.le hD0
      have h2 := sq_nonneg (k / 2 * (|q| * ‖v g‖) - ‖(V *ᵥ y) g‖)
      linarith
    rw [ht] at hkey
    rw [hev] at he
    by_contra hlt
    have hneg := mul_pos (sub_pos.2 (not_le.mp hlt)) hN
    linarith

end PseudoJahnTeller
```

```lean
#print axioms PseudoJahnTeller.pseudoJahnTeller_criterion
```

```
'PseudoJahnTeller.pseudoJahnTeller_criterion' depends on axioms: [propext, Classical.choice, Quot.sound]
```

## How the proof follows the derivation

`exists_level_lt` is the variational principle, by contradiction: without a level below $c$, $A-c$ would be positive semidefinite. It uses `star_dot_self` for the norm and `real_smul_isHermitian` for the shift.

`expect_vibronicH` splits the unnormalised energy $\langle x,Hx\rangle$ into its three parts, and `energy_excess` gives the excess formula. `unstable_of_admixture` assumes that $V$ is Hermitian with $V_{gg}=0$ and treats any admixture $u$ with $u_g=0$ and $\tfrac k2+D(u)+2\,\mathrm{Re}(Vu)_g<0$; continuity supplies $\delta$.

`coupling_sq_le` is the Cauchy-Schwarz bound, and `exists_expect_bound` supplies $M$. In `pseudoJahnTeller_criterion`, `a1` and `a2` evaluate $D(u)$ and $(Vu)_g$ for the first half. For the second, `hkey` completes the square, and `linarith` combines it with the bounds to exclude $\mu<E_g$.
